# For a sinusoidal hard wall, diffraction order times eikonal amplitude is a Fourier coefficient of phase slope times reflected wave

In the eikonal model of diffraction from a sinusoidal hard wall, the reflected wave is exp(i a sin x), with the surface period scaled to 2π, and the amplitude of order n is the mean of exp(i(a sin x − n x)) over one period. The lemma says that, for every real a and integer n, n times this amplitude equals (1/2π) ∫ exp(−i n x) · a cos x · exp(i a sin x) dx over 0 to 2π, the n-th Fourier coefficient of the phase slope a cos x times the reflected wave. The proof differentiates the path factor exp(i(a sin x − n x)) and integrates the derivative over one period. The path factor is 1 at both ends, so the integral vanishes, and splitting it into its two terms gives the identity.

Lean 4 with Mathlib refuses this proof:

```lean
import Mathlib

open MeasureTheory Set
open scoped Real ComplexConjugate
open Complex (I)

namespace EikonalHardWall

noncomputable section

/-- The phase factor of a path that hits the wall at `x` and leaves in diffraction order `n`,
for a wall with phase profile `φ`. -/
def pathFactor (φ : ℝ → ℝ) (n : ℤ) (x : ℝ) : ℂ :=
  Complex.exp (I * ((φ x : ℂ) - n * x))

/-- The eikonal amplitude of order `n`: the mean of the path factor over one surface period,
scaled to length `2π`. -/
def eikonalAmplitude (φ : ℝ → ℝ) (n : ℤ) : ℂ :=
  (1 / (2 * π) : ℂ) * ∫ x in (0 : ℝ)..(2 * π), pathFactor φ n x

/-- The eikonal amplitude of order `n` for a sinusoidal hard wall with phase `a sin x`. -/
def sineAmplitude (a : ℝ) (n : ℤ) : ℂ :=
  eikonalAmplitude (fun x => a * Real.sin x) n

/-- The path factor is the plane wave of order `-n` times the wave reflected at `x`. -/
theorem pathFactor_eq (φ : ℝ → ℝ) (n : ℤ) (x : ℝ) :
    pathFactor φ n x = Complex.exp (-(I * n * x)) * Complex.exp ((φ x : ℂ) * I) := by
  rw [pathFactor, ← Complex.exp_add]
  congr 1
  ring

/-- The order `n` times its amplitude is the Fourier coefficient of the phase slope `a cos x`
times the reflected wave. -/
theorem order_mul_sineAmplitude (a : ℝ) (n : ℤ) :
    (n : ℂ) * sineAmplitude a n = (1 / (2 * π) : ℂ) * ∫ x in (0 : ℝ)..(2 * π),
      Complex.exp (-(I * n * x)) *
        (((a * Real.cos x : ℝ) : ℂ) * Complex.exp (((a * Real.sin x : ℝ) : ℂ) * I)) := by
  set g := pathFactor (fun x => a * Real.sin x) n with hg
  have hgc : Continuous g := by
    simp only [hg, pathFactor]
    fun_prop
  have hd : ∀ x : ℝ, HasDerivAt g (g x * (I * (((a * Real.cos x : ℝ) : ℂ) - n))) x := by
    intro x
    have h1 := ((Real.hasDerivAt_sin x).const_mul a).ofReal_comp
    have h2 : HasDerivAt (fun y : ℝ => (y : ℂ)) ((1 : ℝ) : ℂ) x :=
      (hasDerivAt_id' x).ofReal_comp
    refine ((h1.fun_sub (h2.const_mul (n : ℂ))).const_mul I).cexp.congr_deriv ?_
    simp only [hg, pathFactor, Complex.ofReal_one, mul_one]
  -- the path factor returns to its value after one period
  have hend : g (2 * π) = 1 := by
    simp only [hg, pathFactor]
    rw [Complex.exp_eq_one_iff, Real.sin_two_pi]
    exact ⟨-n, by push_cast; ring⟩
  have h0 : g 0 = 1 := by simp [hg, pathFactor]
  have hint := intervalIntegral.integral_eq_sub_of_hasDerivAt (a := 0) (b := 2 * π)
    (fun x _ => hd x) (Continuous.intervalIntegrable (by fun_prop) _ _)
  rw [hend, h0, sub_self] at hint
  have hsplit : ∫ x in (0 : ℝ)..(2 * π), g x * (I * (((a * Real.cos x : ℝ) : ℂ) - n)) =
      I * ((∫ x in (0 : ℝ)..(2 * π), ((a * Real.cos x : ℝ) : ℂ) * g x) -
        n * ∫ x in (0 : ℝ)..(2 * π), g x) := by
    rw [← intervalIntegral.integral_const_mul (n : ℂ), ← intervalIntegral.integral_sub
      (Continuous.intervalIntegrable (by fun_prop) _ _)
      (Continuous.intervalIntegrable (by fun_prop) _ _),
      ← intervalIntegral.integral_const_mul]
    refine intervalIntegral.integral_congr fun x _ => ?_
    ring
  rw [hsplit] at hint
  have hzero := sub_eq_zero.1 ((mul_eq_zero.1 hint).resolve_left Complex.I_ne_zero)
  have hform : ∫ x in (0 : ℝ)..(2 * π), Complex.exp (-(I * n * x)) *
        (((a * Real.cos x : ℝ) : ℂ) * Complex.exp (((a * Real.sin x : ℝ) : ℂ) * I)) =
      ∫ x in (0 : ℝ)..(2 * π), ((a * Real.cos x : ℝ) : ℂ) * g x := by
    refine intervalIntegral.integral_congr fun x _ => ?_
    simp only [hg, pathFactor_eq]
    ring
  rw [hform, hzero]
  change (n : ℂ) * ((1 / (2 * π) : ℂ) * ∫ x in (0 : ℝ)..(2 * π), g x) = _
  ring

end

end EikonalHardWall
```

Messages:

```
Main.lean:41:4: error: `fun_prop` was unable to prove `Continuous (pathFactor (fun x => a * Real.sin x) n)`

Issues:
  No theorems found for `EikonalHardWall.pathFactor` in order to prove `Continuous fun x => pathFactor (fun x => a * Real.sin x) n x`
Main.lean:40:19: warning: This simp argument is unused:
  pathFactor

Hint: Omit it from the simp argument list.
  [apply] simp only [hg]

Note: This linter can be disabled with `set_option linter.unusedSimpArgs false`
```

After these edits no error is left:

```diff
@@ -38,5 +38,5 @@
   set g := pathFactor (fun x => a * Real.sin x) n with hg
   have hgc : Continuous g := by
-    simp only [hg, pathFactor]
+    change Continuous fun x : ℝ => Complex.exp (I * (((a * Real.sin x : ℝ) : ℂ) - n * x))
     fun_prop
   have hd : ∀ x : ℝ, HasDerivAt g (g x * (I * (((a * Real.cos x : ℝ) : ℂ) - n))) x := by
```

Diagnosis. The error is in the proof of `hgc`, that `g` is continuous. There `g` is `pathFactor (fun x => a * Real.sin x) n`, a function still waiting for its argument `x`. The definition of `pathFactor` takes `x` as a third argument before the colon, so `simp only` unfolds it only where all three arguments are present. Here it replaced `g` by means of `hg` but could not unfold `pathFactor`, which is why the warning calls that simp argument unused. `fun_prop` was then left with `pathFactor` itself, for which it found no continuity theorem.

The new `change` line restates the goal with the function written out as `fun x : ℝ => Complex.exp (...)`. Lean accepts this because the two forms are equal by definition. `fun_prop` can now prove continuity from the exponential, products, difference, casts and sine that make up the function.
